# Fillings between one half and the maximum occur at least twice in a truncated Matsubara sum

The filling of a level of energy $e$ at temperature $T$, computed from a Matsubara sum cut off after $N$ frequencies, is treated here as a function of one real variable, $x=\mu-e$, with $T$ and $N$ held fixed. A search for the chemical potential $\mu$ then asks which $x$ give a prescribed filling. In units with $k_B=\hbar=1$, the fermionic frequencies are $w_n=(2n+1)\pi T$, and the truncated occupation is

$$f_N(x)=\frac12+2T\sum_{n=0}^{N-1}\frac{x}{w_n^2+x^2}.$$

The terms come from pairing $w_n$ with $-w_n$ in the Green's function $1/(iw_n+x)$ of a non-interacting level. The constant $1/2$ is the contribution of the equal-time convergence factor. With all frequencies kept, the sum is the Fermi function, which rises steadily from 0 to 1.

For $T>0$ and $N\ge1$, the truncated occupation behaves differently. It tends to $1/2$ as $x\to\infty$, and it has a global maximum at some $x_m$ with $w_0\le x_m\le w_{N-1}$. Every filling strictly between $1/2$ and $f_N(x_m)$ occurs at a positive $x$ below $x_m$ and again at one above it.

## Rise, fall and return to one half

For one frequency $w>0$, putting two terms over a common denominator gives

$$\frac{y}{w^2+y^2}-\frac{x}{w^2+x^2}=\frac{y(w^2+x^2)-x(w^2+y^2)}{(w^2+y^2)(w^2+x^2)}=\frac{(y-x)(w^2-xy)}{(w^2+y^2)(w^2+x^2)}.$$

If $0\le x<y\le w_0$, then $xy<y^2\le w_n^2$ for every retained $n$, so every term increases. If $w_{N-1}\le x<y$, then $xy>x^2\ge w_n^2$, so every term decreases. Thus $f_N$ is strictly increasing on $[0,w_0]$ and strictly decreasing on $[w_{N-1},\infty)$. In the second region, raising the chemical potential lowers the computed filling.

For $x>0$,

$$0<\frac{x}{w_n^2+x^2}\le\frac1x,$$

so each of the finitely many terms vanishes as $x\to\infty$, and $f_N(x)\to1/2$.

Since $f_N$ is continuous, it has a maximum on the compact interval $[w_0,w_{N-1}]$, at $x_m$ say. For $N=1$ the interval is the single point $w_0$. The maximum is global:

- For $x<0$ no term is positive, so $f_N(x)\le1/2=f_N(0)<f_N(w_0)\le f_N(x_m)$.
- For $0\le x<w_0$, $f_N(x)<f_N(w_0)\le f_N(x_m)$.
- For $x>w_{N-1}$, $f_N(x)<f_N(w_{N-1})\le f_N(x_m)$.

Now let $1/2<v<f_N(x_m)$. Since $f_N(0)=1/2$, the intermediate value theorem gives $x_1\in(0,x_m)$ with $f_N(x_1)=v$. By the limit there is a $y>x_m$ with $f_N(y)<v$, and the same theorem gives $x_2\in(x_m,y)$ with $f_N(x_2)=v$.

For $N=1$ the maximum is explicit, because

$$\frac1\pi-\frac{2Tx}{(\pi T)^2+x^2}=\frac{(x-\pi T)^2}{\pi\left((\pi T)^2+x^2\right)}\ge0.$$

Hence $f_1(x)\le1/2+1/\pi$, with equality exactly at $x=\pi T$.

A neighbouring result follows by reflection. Since $f_N(-x)=1-f_N(x)$, every filling strictly between $1-f_N(x_m)$ and $1/2$ occurs at least twice at negative $x$; this corollary is left in prose.

## The frequencies and the occupation in Lean

```lean
import Mathlib

open Real Filter Topology

namespace TruncatedMatsubaraOccupation

noncomputable section

/-- The fermionic Matsubara frequency `w_n = (2n+1)πT`. -/
def matsubara (T : ℝ) (n : ℕ) : ℝ := (2 * (n : ℝ) + 1) * π * T

/-- The occupation of a level from the first `N` positive Matsubara frequencies, as a function
of `x = μ - e`, the chemical potential measured from the level; the domain is `T > 0`. -/
def occupation (T : ℝ) (N : ℕ) (x : ℝ) : ℝ :=
  1 / 2 + 2 * T * ∑ n ∈ Finset.range N, x / (matsubara T n ^ 2 + x ^ 2)
```

`matsubara T n` is $w_n$, and `occupation T N` is $f_N$. `Finset.range N` runs over $n=0,\dots,N-1$, so $N$ counts positive frequencies, each standing for a pair $\pm w_n$. The passage from the Green's function to this real sum is built into the definition. The constant $1/2$ accounts for the $1/(iw_n)$ part of the Green's function, which cancels between $w_n$ and $-w_n$ in the truncated sum. The terms of the real sum with $n\ge N$ are dropped without correction, and there is no self-energy.

```lean
/-- At positive temperature every fermionic Matsubara frequency with `n ≥ 0` is positive. -/
theorem matsubara_pos {T : ℝ} (hT : 0 < T) (n : ℕ) : 0 < matsubara T n := by
  unfold matsubara
  positivity

/-- At positive temperature the Matsubara frequencies are ordered by their index. -/
theorem matsubara_mono {T : ℝ} (hT : 0 < T) {m n : ℕ} (h : m ≤ n) :
    matsubara T m ≤ matsubara T n := by
  have h' : (m : ℝ) ≤ n := by exact_mod_cast h
  unfold matsubara
  gcongr
```

Positivity keeps the denominators away from zero. The ordering lets a comparison with the first or last frequency serve for all retained ones.

## Monotonicity outside the band of retained frequencies

```lean
/-- The change of one frequency's contribution between `x` and `y`, for `w > 0`, in factorised
form. -/
theorem term_sub {w : ℝ} (hw : 0 < w) (x y : ℝ) :
    y / (w ^ 2 + y ^ 2) - x / (w ^ 2 + x ^ 2)
      = (y - x) * (w ^ 2 - x * y) / ((w ^ 2 + y ^ 2) * (w ^ 2 + x ^ 2)) := by
  have h1 : w ^ 2 + y ^ 2 ≠ 0 := by positivity
  have h2 : w ^ 2 + x ^ 2 ≠ 0 := by positivity
  rw [div_sub_div _ _ h1 h2]
  congr 1
  ring
```

This is the factorised difference, with the sign carried by $(y-x)(w^2-xy)$.

```lean
/-- For `T > 0` and at least one frequency, the truncated occupation increases strictly with
the chemical potential as long as `0 ≤ x ≤ w_0`. -/
theorem occupation_strictMonoOn {T : ℝ} (hT : 0 < T) {N : ℕ} (hN : 1 ≤ N) :
    StrictMonoOn (occupation T N) (Set.Icc 0 (matsubara T 0)) := by
  intro x hx y hy hxy
  have hy0 : 0 < y := lt_of_le_of_lt hx.1 hxy
  have hsum : ∑ n ∈ Finset.range N, x / (matsubara T n ^ 2 + x ^ 2)
      < ∑ n ∈ Finset.range N, y / (matsubara T n ^ 2 + y ^ 2) := by
    apply Finset.sum_lt_sum_of_nonempty ⟨0, Finset.mem_range.mpr hN⟩
    intro n _
    have hw := matsubara_pos hT n
    have hyw : y ≤ matsubara T n := hy.2.trans (matsubara_mono hT (Nat.zero_le n))
    -- here `0 ≤ x < y ≤ w_n`, so `x y < w_n²`
    have hp : 0 < matsubara T n ^ 2 - x * y := by
      nlinarith [mul_pos hy0 (sub_pos.2 hxy), mul_self_le_mul_self hy0.le hyw]
    rw [← sub_pos, term_sub hw]
    exact div_pos (mul_pos (sub_pos.2 hxy) hp) (by positivity)
  have h := mul_lt_mul_of_pos_left hsum (by positivity : 0 < 2 * T)
  unfold occupation
  linarith
```

The set `Set.Icc 0 (matsubara T 0)` is $[0,w_0]$. The `nlinarith` call combines $y(y-x)>0$ with $y^2\le w_n^2$ to obtain $w_n^2-xy>0$. The termwise inequalities are then summed; `hN` ensures that there is at least one term, which makes the sum strictly larger.

```lean
/-- For `T > 0` and `N ≥ 1`, the truncated occupation decreases strictly with the chemical
potential once `x` is at or above the last retained frequency `w_(N-1)`. -/
theorem occupation_strictAntiOn {T : ℝ} (hT : 0 < T) {N : ℕ} (hN : 1 ≤ N) :
    StrictAntiOn (occupation T N) (Set.Ici (matsubara T (N - 1))) := by
  intro x hx y _ hxy
  have hx' : matsubara T (N - 1) ≤ x := hx
  have hsum : ∑ n ∈ Finset.range N, y / (matsubara T n ^ 2 + y ^ 2)
      < ∑ n ∈ Finset.range N, x / (matsubara T n ^ 2 + x ^ 2) := by
    apply Finset.sum_lt_sum_of_nonempty ⟨0, Finset.mem_range.mpr hN⟩
    intro n hn
    have hw := matsubara_pos hT n
    have hnN : n ≤ N - 1 := by
      have := Finset.mem_range.mp hn
      omega
    have hwx : matsubara T n ≤ x := (matsubara_mono hT hnN).trans hx'
    have hx0 : 0 < x := lt_of_lt_of_le hw hwx
    -- here `0 < w_n ≤ x < y`, so `w_n² < x y`
    have hp : matsubara T n ^ 2 - y * x < 0 := by
      nlinarith [mul_pos hx0 (sub_pos.2 hxy), mul_self_le_mul_self hw.le hwx]
    rw [← sub_pos, term_sub hw]
    exact div_pos (mul_pos_of_neg_of_neg (sub_neg.2 hxy) hp) (by positivity)
  have h := mul_lt_mul_of_pos_left hsum (by positivity : 0 < 2 * T)
  unfold occupation
  linarith
```

Here `Set.Ici` denotes the half-line $[w_{N-1},\infty)$. The difference is taken in the opposite order, so its numerator is a product of two negative factors.

## The limit and continuity

```lean
/-- With any fixed number of frequencies, the truncated occupation tends to one half as the
chemical potential rises without bound. -/
theorem occupation_tendsto_half (T : ℝ) (N : ℕ) :
    Tendsto (occupation T N) atTop (𝓝 (1 / 2)) := by
  -- each term lies between `0` and `1/x`
  have key : ∀ n : ℕ, Tendsto (fun x : ℝ => x / (matsubara T n ^ 2 + x ^ 2)) atTop (𝓝 0) := by
    intro n
    refine squeeze_zero' ?_ ?_ tendsto_inv_atTop_zero
    · filter_upwards [eventually_gt_atTop (0 : ℝ)] with x hx
      positivity
    · filter_upwards [eventually_gt_atTop (0 : ℝ)] with x hx
      rw [inv_eq_one_div, div_le_div_iff₀ (by positivity) hx]
      nlinarith [sq_nonneg (matsubara T n)]
  have h := ((tendsto_finsetSum (Finset.range N) (fun n _ => key n)).const_mul
    (2 * T)).const_add (1 / 2 : ℝ)
  simp only [Finset.sum_const_zero, mul_zero, add_zero] at h
  exact h
```

The squeeze between $0$ and $1/x$ is applied to each term, and the finite sum inherits the limit. No condition on $T$ or $N$ is needed; for $N=0$ the function is the constant $1/2$.

```lean
/-- At positive temperature the truncated occupation is a continuous function of the chemical
potential. -/
theorem occupation_continuous {T : ℝ} (hT : 0 < T) (N : ℕ) : Continuous (occupation T N) := by
  unfold occupation
  refine continuous_const.add (continuous_const.mul (continuous_finsetSum _ fun n _ => ?_))
  have hw := matsubara_pos hT n
  exact Continuous.div (by fun_prop) (by fun_prop) (fun x => by positivity)
```

## Two chemical potentials for one filling

```lean
/-- For `T > 0` and `N ≥ 1` the truncated occupation has a global maximum at some `xm` between
the first and the last retained frequency, and every filling strictly between one half and the
maximum occurs at a positive `x` below `xm` and again at one above it. -/
theorem chemical_potential_ambiguous {T : ℝ} (hT : 0 < T) {N : ℕ} (hN : 1 ≤ N) :
    ∃ xm ∈ Set.Icc (matsubara T 0) (matsubara T (N - 1)),
      (∀ x, occupation T N x ≤ occupation T N xm) ∧
      ∀ v, 1 / 2 < v → v < occupation T N xm →
        ∃ x₁ x₂, 0 < x₁ ∧ x₁ < xm ∧ xm < x₂ ∧
          occupation T N x₁ = v ∧ occupation T N x₂ = v := by
  have hc := occupation_continuous hT N
  have hw0 := matsubara_pos hT 0
  have hle := matsubara_mono hT (Nat.zero_le (N - 1))
  have hzero : occupation T N 0 = 1 / 2 := by simp [occupation]
  obtain ⟨xm, hxm, hmax⟩ := isCompact_Icc.exists_isMaxOn
    (Set.nonempty_Icc.2 hle) hc.continuousOn
  have hmax' : ∀ x ∈ Set.Icc (matsubara T 0) (matsubara T (N - 1)),
      occupation T N x ≤ occupation T N xm := fun x hx => hmax hx
  have hm0 := hmax' _ ⟨le_refl _, hle⟩
  have hmono := occupation_strictMonoOn hT hN
  have hxm0 : 0 < xm := lt_of_lt_of_le hw0 hxm.1
  refine ⟨xm, hxm, fun x => ?_, fun v hv hvm => ?_⟩
  · -- negative `x` is handled by the sign of the terms, other `x` outside the interval by monotonicity
    rcases lt_or_ge x 0 with hx | hx
    · have hS : ∑ n ∈ Finset.range N, x / (matsubara T n ^ 2 + x ^ 2) ≤ 0 :=
        Finset.sum_nonpos fun n _ => div_nonpos_of_nonpos_of_nonneg hx.le (by positivity)
      have h1 : occupation T N x ≤ 1 / 2 := by
        unfold occupation
        nlinarith [mul_nonneg hT.le (neg_nonneg.2 hS)]
      have h2 := hmono ⟨le_refl _, hw0.le⟩ ⟨hw0.le, le_refl _⟩ hw0
      linarith
    · rcases lt_or_ge x (matsubara T 0) with h | h
      · exact (hmono ⟨hx, h.le⟩ ⟨hw0.le, le_refl _⟩ h).le.trans hm0
      · rcases le_or_gt x (matsubara T (N - 1)) with h' | h'
        · exact hmax' x ⟨h, h'⟩
        · exact (occupation_strictAntiOn hT hN (Set.mem_Ici.2 le_rfl)
            (Set.mem_Ici.2 h'.le) h').le.trans (hmax' _ ⟨hle, le_refl _⟩)
  · -- the value is crossed on the way up and again on the way down
    obtain ⟨x₁, hx₁, h₁⟩ := intermediate_value_Ioo hxm0.le hc.continuousOn
      (show v ∈ Set.Ioo (occupation T N 0) (occupation T N xm) from ⟨by rw [hzero]; exact hv, hvm⟩)
    obtain ⟨y, hyv, hy⟩ := (((occupation_tendsto_half T N).eventually_lt_const hv).and
      (eventually_gt_atTop xm)).exists
    obtain ⟨x₂, hx₂, h₂⟩ := intermediate_value_Ioo' hy.le hc.continuousOn
      (show v ∈ Set.Ioo (occupation T N y) (occupation T N xm) from ⟨hyv, hvm⟩)
    exact ⟨x₁, x₂, hx₁.1, hx₁.2, hx₂.1, h₁, h₂⟩
```

The statement first supplies `xm` in $[w_0,w_{N-1}]$, then says that no real `x` gives a larger occupation, and finally provides `x₁` and `x₂` on opposite sides of `xm` for each admissible filling `v`. It gives at least two solutions and doesn't count them.

In the proof, `exists_isMaxOn` provides the maximum on the compact interval, and the case split on `x` extends it to the whole line. The two intermediate value lemmas give the crossings, the second using a point `y` obtained from the limit.

In electronic-structure calculations that adjust $\mu$ to reach a target electron number, this shows for a single non-interacting level with the terms $n\ge N$ dropped that a target strictly between one half and $f_N(x_m)$ has at least two solutions. A target above $f_N(x_m)$ has none.

## The maximum for a single frequency

```lean
/-- With a single Matsubara frequency at `T > 0`, the occupation never exceeds `1/2 + 1/π`, and
it reaches this value exactly at `x = πT`. -/
theorem single_frequency_maximum {T : ℝ} (hT : 0 < T) (x : ℝ) :
    occupation T 1 x ≤ 1 / 2 + 1 / π ∧
      (occupation T 1 x = 1 / 2 + 1 / π ↔ x = π * T) := by
  have hpi := Real.pi_pos
  have hocc : occupation T 1 x = 1 / 2 + 2 * T * (x / ((π * T) ^ 2 + x ^ 2)) := by
    simp [occupation, matsubara]
  have hD : 0 < (π * T) ^ 2 + x ^ 2 := by positivity
  -- the distance to the bound is a perfect square over a positive denominator
  have gen : ∀ D : ℝ, D ≠ 0 → D = (π * T) ^ 2 + x ^ 2 →
      1 / π - 2 * T * (x / D) = (x - π * T) ^ 2 / (π * D) := by
    intro D hD0 hDe
    field_simp
    linear_combination hDe
  have hgap := gen _ hD.ne' rfl
  have hden : 0 < π * ((π * T) ^ 2 + x ^ 2) := mul_pos hpi hD
  refine ⟨?_, fun h => ?_, fun h => ?_⟩
  · have := div_nonneg (sq_nonneg (x - π * T)) hden.le
    linarith
  · have h0 : (x - π * T) ^ 2 / (π * ((π * T) ^ 2 + x ^ 2)) = 0 := by linarith
    have h1 : (x - π * T) ^ 2 = 0 := (div_eq_zero_iff.1 h0).resolve_right hden.ne'
    exact sub_eq_zero.1 (pow_eq_zero_iff (two_ne_zero) |>.1 h1)
  · have h0 : (x - π * T) ^ 2 / (π * ((π * T) ^ 2 + x ^ 2)) = 0 := by
      rw [sub_eq_zero.2 h, zero_pow two_ne_zero, zero_div]
    linarith

end

end TruncatedMatsubaraOccupation
```

The auxiliary statement `gen` is the perfect-square identity with the denominator named `D`. Nonnegativity of the square gives the bound, and its vanishing gives both directions of the equivalence.

```lean
#print axioms TruncatedMatsubaraOccupation.chemical_potential_ambiguous
-- 'TruncatedMatsubaraOccupation.chemical_potential_ambiguous' depends on axioms: [propext, Classical.choice, Quot.sound]
#print axioms TruncatedMatsubaraOccupation.single_frequency_maximum
-- 'TruncatedMatsubaraOccupation.single_frequency_maximum' depends on axioms: [propext, Classical.choice, Quot.sound]
```
